# A reduced plane lattice has a symmetry beyond ±1 exactly when G₁₂ = 0, 2G₁₂ = G₁₁ or G₁₁ = G₂₂

A plane lattice with metric $0\le 2G_{12}\le G_{11}\le G_{22}$ is supposed to have a symmetry about a lattice point, other than the identity and the half-turn, only if $G_{12}=0$, $2G_{12}=G_{11}$ or $G_{11}=G_{22}$. But infinitely many integer matrices map the lattice onto itself, and each of them would be a symmetry if it also preserved lengths. Why can't some other finely tuned ratio of the metric entries let one of them in? And could a lattice have an extra rotation but no mirror?

## No other ratio works, and every extra symmetry brings a mirror

The three equalities are the complete list. On each of them there is a mirror, so an extra rotation never comes without one. Rotations other than $\pm1$ need more: $G_{11}=G_{22}$ together with $G_{12}=0$ or $2G_{12}=G_{11}$.

Let $\mathbf a_1,\mathbf a_2$ be the basis vectors, and write $a=G_{11}=|\mathbf a_1|^2$, $b=G_{12}=\mathbf a_1\cdot\mathbf a_2$ and $c=G_{22}=|\mathbf a_2|^2$. These are not the cell lengths that usually carry the letters. A symmetry is an integer matrix
$$R=\begin{pmatrix}p&q\\ r&s\end{pmatrix},\qquad R^TGR=G,$$
whose columns are the coordinates of the images of $\mathbf a_1$ and $\mathbf a_2$. In components,
$$ap^2+2bpr+cr^2=a,$$
$$apq+b(ps+qr)+crs=b,$$
$$aq^2+2bqs+cs^2=c.$$
Determinants give $(\det R)^2\det G=\det G$, so $\det R=\pm1$.

### With strict inequalities, the first vector can only keep or flip its sign

Let $0<2b<a<c$ and suppose $r\neq0$, so that $r^2\ge1$.

- If $pr\ge0$, the left side of the first equation is at least $cr^2\ge c>a$.
- If $pr<0$, then $2bpr\ge apr$, and the left side is at least $a(p^2+pr+r^2)+(c-a)r^2$. The bracket is a positive integer, so this is at least $a+(c-a)=c>a$.

Both contradict the equation. Hence $r=0$, $p=\pm1$, and $ps=\pm1$ gives $s=\pm1$. The second equation is now $apq+bps=b$. If $s=p$, then $q=0$ and $R=\pm1$. If $s=-p$, then $2b/a=pq$ would be an integer strictly between 0 and 1. So no tuned ratio inside the region helps.

### Each equality supplies a mirror

For $b=0$, $2b=a$ and $a=c$ respectively, take
$$\begin{pmatrix}1&0\\0&-1\end{pmatrix},\quad \begin{pmatrix}1&1\\0&-1\end{pmatrix},\quad \begin{pmatrix}0&1\\1&0\end{pmatrix}.$$
Each satisfies the three equations, squares to 1 and has determinant $-1$. It therefore differs from $\pm1$, which both have determinant 1.

### Extra rotations fix the metric up to scale

For $\det R=1$, write invariance as $R^TG=GR^{-1}$. Its first row gives
$$a(s-p)=2br,\qquad aq=-cr.$$
If $r=0$, then $q=0$, $s=p$ and $R=\pm1$. Otherwise $-qr=(c/a)r^2\ge r^2$ and $(s-p)^2=(2b/a)^2r^2\le r^2$. Since $ps=1+qr$,
$$0\le(p+s)^2=(s-p)^2+4+4qr\le -qr+4+4qr,$$
so $3(-qr)\le4$. With $-qr\ge r^2\ge1$, this forces $-qr=r^2=1$, hence $a=c$. Then $2b/a=(s-p)r$ is an integer in $[0,1]$, so $b=0$ or $2b=a$. Conversely,
$$\begin{pmatrix}0&-1\\1&0\end{pmatrix},\qquad \begin{pmatrix}0&-1\\1&1\end{pmatrix}$$
are the quarter-turn for the first case and the sixfold rotation for the second.

### What the Lean theorems say

Lean counts from zero: `G 0 0`, `G 0 1` and `G 1 1` are $a$, $b$ and $c$. `G.PosDef` makes the real matrix symmetric and positive definite, as the metric of two independent vectors is. `IsLatticeSymmetry G R` is $R^TGR=G$, with the integer entries of `R` cast to reals. `IsReduced G` is the chain of inequalities, with an acute or right angle between the basis vectors; some texts choose the obtuse one.

`extra_symmetry_iff` is the equivalence in the title, `mirror_of_extra_symmetry` supplies the mirror, and `extra_rotation_iff` treats determinant 1.

Reduction is assumed, not constructed. The square lattice in the basis $(1,0),(2,1)$ has $a=1$, $b=2$, $c=5$: it meets none of the equalities yet keeps its quarter-turn, so the bound $2b\le a$ is needed. The step from lattice to crystal also remains: the atoms in the cell may break a symmetry that the lattice has.

```lean
import Mathlib

open Matrix

namespace PlaneBravaisLattices

/-- The integer matrix `R`, acting on lattice coordinates, preserves the metric `G`:
`Rᵀ G R = G`. -/
def IsLatticeSymmetry (G : Matrix (Fin 2) (Fin 2) ℝ) (R : Matrix (Fin 2) (Fin 2) ℤ) : Prop :=
  (R.map (Int.cast : ℤ → ℝ))ᵀ * G * R.map (Int.cast : ℤ → ℝ) = G

/-- The reduction conditions `0 ≤ 2 G₁₂ ≤ G₁₁ ≤ G₂₂` on a plane metric. -/
def IsReduced (G : Matrix (Fin 2) (Fin 2) ℝ) : Prop :=
  0 ≤ 2 * G 0 1 ∧ 2 * G 0 1 ≤ G 0 0 ∧ G 0 0 ≤ G 1 1

/-- A positive definite plane metric is symmetric, its first basis vector has positive squared
length, and the squared area of its cell is positive. -/
theorem metric_facts {G : Matrix (Fin 2) (Fin 2) ℝ} (hG : G.PosDef) :
    G 1 0 = G 0 1 ∧ 0 < G 0 0 ∧ 0 < G 0 0 * G 1 1 - G 0 1 ^ 2 := by
  have hs : G 1 0 = G 0 1 := by simpa using hG.isHermitian.apply 0 1
  refine ⟨hs, hG.diag_pos, ?_⟩
  have h := hG.det_pos
  rw [Matrix.det_fin_two, hs] at h
  linarith

/-- For a symmetric metric, `R` is a lattice symmetry exactly when the images of the two basis
vectors have the original squared lengths and the original scalar product. -/
theorem isLatticeSymmetry_iff {G : Matrix (Fin 2) (Fin 2) ℝ} (hs : G 1 0 = G 0 1)
    (p q r s : ℤ) : IsLatticeSymmetry G !![p, q; r, s] ↔
      G 0 0 * p ^ 2 + 2 * G 0 1 * p * r + G 1 1 * r ^ 2 = G 0 0 ∧
      G 0 0 * p * q + G 0 1 * (p * s + q * r) + G 1 1 * r * s = G 0 1 ∧
      G 0 0 * q ^ 2 + 2 * G 0 1 * q * s + G 1 1 * s ^ 2 = G 1 1 := by
  unfold IsLatticeSymmetry
  rw [← Matrix.ext_iff]
  simp only [Fin.forall_fin_two, Matrix.mul_apply, Fin.sum_univ_two, Matrix.transpose_apply,
    Matrix.map_apply, Matrix.of_apply, Matrix.cons_val', Matrix.cons_val_zero,
    Matrix.cons_val_one, Matrix.cons_val_fin_one, hs]
  constructor
  · rintro ⟨⟨h1, h2⟩, -, h4⟩
    exact ⟨by linear_combination h1, by linear_combination h2, by linear_combination h4⟩
  · rintro ⟨h1, h2, h3⟩
    exact ⟨⟨by linear_combination h1, by linear_combination h2⟩,
      by linear_combination h2, by linear_combination h3⟩

/-- A symmetry of a positive definite plane metric has determinant `1` or `-1`. -/
theorem det_eq_one_or_neg_one {G : Matrix (Fin 2) (Fin 2) ℝ} (hG : G.PosDef)
    {R : Matrix (Fin 2) (Fin 2) ℤ} (hR : IsLatticeSymmetry G R) : R.det = 1 ∨ R.det = -1 := by
  obtain ⟨p, q, r, s, rfl⟩ : ∃ p q r s, R = !![p, q; r, s] := ⟨_, _, _, _, Matrix.eta_fin_two R⟩
  obtain ⟨hs, -, hd⟩ := metric_facts hG
  obtain ⟨e1, e2, e3⟩ := (isLatticeSymmetry_iff hs p q r s).1 hR
  rw [Matrix.det_fin_two_of, ← mul_self_eq_one_iff]
  -- the squared cell area is multiplied by the squared determinant
  have h : ((p : ℝ) * s - q * r) * (p * s - q * r) = 1 := by
    apply mul_left_cancel₀ hd.ne'
    linear_combination (G 0 0 * q ^ 2 + 2 * G 0 1 * q * s + G 1 1 * s ^ 2) * e1 + G 0 0 * e3
      - (G 0 0 * p * q + G 0 1 * (p * s + q * r) + G 1 1 * r * s + G 0 1) * e2
  exact_mod_cast h

/-- If `0 ≤ 2b ≤ a < c`, a lattice vector `(x, y)` of squared length `a` in the metric with
entries `a, b, c` lies along the first axis. -/
theorem shortest_on_axis {a b c : ℝ} (hb : 0 ≤ 2 * b) (hba : 2 * b ≤ a) (hac : a < c)
    {x y : ℤ} (h : a * x ^ 2 + 2 * b * x * y + c * y ^ 2 = a) : y = 0 := by
  by_contra hy
  have hy0 : 0 < y ^ 2 := by positivity
  have hy1 : (1 : ℝ) ≤ (y : ℝ) ^ 2 := by exact_mod_cast hy0
  have ha : 0 ≤ a := hb.trans hba
  have hcy : (c - a) * 1 ≤ (c - a) * (y : ℝ) ^ 2 :=
    mul_le_mul_of_nonneg_left hy1 (by linarith)
  rcases le_total 0 ((x : ℝ) * y) with hxy | hxy
  · have h1 := mul_nonneg hb hxy
    have h2 := mul_nonneg ha (sq_nonneg (x : ℝ))
    have h3 := mul_le_mul_of_nonneg_left hy1 ha
    nlinarith
  · -- for an obtuse combination, compare with the hexagonal form
    have hq : 0 < x ^ 2 + x * y + y ^ 2 := by nlinarith [sq_nonneg (2 * x + y)]
    have hq1 : (1 : ℝ) ≤ (x : ℝ) ^ 2 + x * y + y ^ 2 := by exact_mod_cast hq
    have h1 := mul_le_mul_of_nonneg_left hq1 ha
    have h2 := mul_nonneg (sub_nonneg.2 hba) (neg_nonneg.2 hxy)
    nlinarith

/-- A positive definite metric with `0 < 2 G₁₂ < G₁₁ < G₂₂` has no lattice symmetries
other than `1` and `-1`. -/
theorem oblique_symmetry {G : Matrix (Fin 2) (Fin 2) ℝ} (hG : G.PosDef)
    (h0 : 0 < 2 * G 0 1) (h1 : 2 * G 0 1 < G 0 0) (h2 : G 0 0 < G 1 1)
    {R : Matrix (Fin 2) (Fin 2) ℤ} (hR : IsLatticeSymmetry G R) : R = 1 ∨ R = -1 := by
  have hdet := det_eq_one_or_neg_one hG hR
  obtain ⟨p, q, r, s, rfl⟩ : ∃ p q r s, R = !![p, q; r, s] := ⟨_, _, _, _, Matrix.eta_fin_two R⟩
  obtain ⟨hs, ha, -⟩ := metric_facts hG
  obtain ⟨e1, e2, -⟩ := (isLatticeSymmetry_iff hs p q r s).1 hR
  obtain rfl : r = 0 := shortest_on_axis h0.le h1.le h2 e1
  rw [Matrix.det_fin_two_of] at hdet
  push_cast at e1 e2
  have hp : (p : ℝ) * p = 1 := by
    apply mul_left_cancel₀ ha.ne'
    linear_combination e1
  have hp' : p * p = 1 := by exact_mod_cast hp
  -- `2 G₁₂ / G₁₁` lies strictly between 0 and 1, so it is not an integer
  have hno : ∀ n : ℤ, G 0 0 * n = 2 * G 0 1 → False := by
    intro n hn
    have l : (0 : ℝ) < n := by
      by_contra hc
      nlinarith [not_lt.1 hc]
    have u : (n : ℝ) < 1 := by
      by_contra hc
      nlinarith [not_lt.1 hc]
    have l' : 0 < n := by exact_mod_cast l
    have u' : n < 1 := by exact_mod_cast u
    omega
  have hzero : G 0 0 * (q : ℝ) = 0 → q = 0 := by
    intro h
    exact_mod_cast (mul_eq_zero.1 h).resolve_left ha.ne'
  have hs1 : s = 1 ∨ s = -1 := by
    rcases mul_self_eq_one_iff.1 hp' with rfl | rfl <;> omega
  rcases mul_self_eq_one_iff.1 hp' with rfl | rfl <;> rcases hs1 with rfl | rfl <;>
    push_cast at e2
  · obtain rfl := hzero (by linear_combination e2)
    exact Or.inl Matrix.one_fin_two.symm
  · exact (hno q (by linear_combination e2)).elim
  · exact (hno (-q) (by push_cast; linear_combination e2)).elim
  · obtain rfl := hzero (by linear_combination -e2)
    right
    ext i j
    fin_cases i <;> fin_cases j <;> simp

/-- A positive definite metric with `G₁₂ = 0`, `2 G₁₂ = G₁₁` or `G₁₁ = G₂₂` has a mirror: a
lattice symmetry of determinant `-1` whose square is the identity. -/
theorem exists_mirror {G : Matrix (Fin 2) (Fin 2) ℝ} (hG : G.PosDef)
    (h : G 0 1 = 0 ∨ 2 * G 0 1 = G 0 0 ∨ G 0 0 = G 1 1) :
    ∃ R, IsLatticeSymmetry G R ∧ R * R = 1 ∧ R.det = -1 := by
  have hs := (metric_facts hG).1
  rcases h with h | h | h
  · refine ⟨!![1, 0; 0, -1], (isLatticeSymmetry_iff hs _ _ _ _).2 ⟨?_, ?_, ?_⟩, ?_, ?_⟩
    · push_cast; ring
    · push_cast; linear_combination -2 * h
    · push_cast; ring
    · ext i j; fin_cases i <;> fin_cases j <;> simp [Matrix.mul_apply, Fin.sum_univ_two]
    · simp [Matrix.det_fin_two_of]
  · refine ⟨!![1, 1; 0, -1], (isLatticeSymmetry_iff hs _ _ _ _).2 ⟨?_, ?_, ?_⟩, ?_, ?_⟩
    · push_cast; ring
    · push_cast; linear_combination -h
    · push_cast; linear_combination -h
    · ext i j; fin_cases i <;> fin_cases j <;> simp [Matrix.mul_apply, Fin.sum_univ_two]
    · simp [Matrix.det_fin_two_of]
  · refine ⟨!![0, 1; 1, 0], (isLatticeSymmetry_iff hs _ _ _ _).2 ⟨?_, ?_, ?_⟩, ?_, ?_⟩
    · push_cast; linear_combination -h
    · push_cast; ring
    · push_cast; linear_combination h
    · ext i j; fin_cases i <;> fin_cases j <;> simp [Matrix.mul_apply, Fin.sum_univ_two]
    · simp [Matrix.det_fin_two_of]

/-- A reduced positive definite plane metric has a lattice symmetry other than `1` and `-1` if
and only if `G₁₂ = 0`, `2 G₁₂ = G₁₁` or `G₁₁ = G₂₂`. -/
theorem extra_symmetry_iff {G : Matrix (Fin 2) (Fin 2) ℝ} (hG : G.PosDef) (hr : IsReduced G) :
    (∃ R, IsLatticeSymmetry G R ∧ R ≠ 1 ∧ R ≠ -1) ↔
      G 0 1 = 0 ∨ 2 * G 0 1 = G 0 0 ∨ G 0 0 = G 1 1 := by
  constructor
  · rintro ⟨R, hR, h1, h2⟩
    by_contra hc
    rw [not_or, not_or] at hc
    obtain ⟨c0, c1, c2⟩ := hc
    -- off the three boundaries every reduction inequality is strict
    have h0 : 0 < 2 * G 0 1 := lt_of_le_of_ne hr.1 (fun h => c0 (by linarith))
    rcases oblique_symmetry hG h0 (lt_of_le_of_ne hr.2.1 c1) (lt_of_le_of_ne hr.2.2 c2) hR
      with h | h
    · exact h1 h
    · exact h2 h
  · intro h
    obtain ⟨R, hR, -, hd⟩ := exists_mirror hG h
    refine ⟨R, hR, fun h => ?_, fun h => ?_⟩ <;> rw [h] at hd <;>
      simp [Matrix.det_fin_two] at hd

/-- If a reduced positive definite plane metric has any lattice symmetry other than `1` and
`-1`, then it has a mirror. -/
theorem mirror_of_extra_symmetry {G : Matrix (Fin 2) (Fin 2) ℝ} (hG : G.PosDef)
    (hr : IsReduced G) (h : ∃ R, IsLatticeSymmetry G R ∧ R ≠ 1 ∧ R ≠ -1) :
    ∃ R, IsLatticeSymmetry G R ∧ R * R = 1 ∧ R.det = -1 :=
  exists_mirror hG ((extra_symmetry_iff hG hr).1 h)

/-- A reduced positive definite plane metric has a symmetry of determinant `1` other than `1` and
`-1` if and only if `G₁₁ = G₂₂` and either `G₁₂ = 0` or `2 G₁₂ = G₁₁`. -/
theorem extra_rotation_iff {G : Matrix (Fin 2) (Fin 2) ℝ} (hG : G.PosDef) (hr : IsReduced G) :
    (∃ R, IsLatticeSymmetry G R ∧ R.det = 1 ∧ R ≠ 1 ∧ R ≠ -1) ↔
      G 0 0 = G 1 1 ∧ (G 0 1 = 0 ∨ 2 * G 0 1 = G 0 0) := by
  obtain ⟨hs, ha, -⟩ := metric_facts hG
  obtain ⟨hb, hba, hac⟩ := hr
  constructor
  · rintro ⟨R, hR, hd, n1, n2⟩
    obtain ⟨p, q, r, s, rfl⟩ : ∃ p q r s, R = !![p, q; r, s] :=
      ⟨_, _, _, _, Matrix.eta_fin_two R⟩
    obtain ⟨e1, e2, -⟩ := (isLatticeSymmetry_iff hs p q r s).1 hR
    rw [Matrix.det_fin_two_of] at hd
    have hd' : (p : ℝ) * s - q * r = 1 := by exact_mod_cast hd
    -- for determinant one the invariance becomes linear in the entries of `R`
    have l1 : G 0 0 * ((s : ℝ) - p) = 2 * G 0 1 * r := by
      linear_combination -s * e1 + r * e2 + (G 0 0 * p + G 0 1 * r) * hd'
    have l2 : G 0 0 * (q : ℝ) = -(G 1 1 * r) := by
      linear_combination -q * e1 + p * e2 - (G 0 1 * p + G 1 1 * r) * hd'
    have hr0 : r ≠ 0 := by
      rintro rfl
      have hq : q = 0 := by
        have h : G 0 0 * (q : ℝ) = 0 := by rw [l2]; simp
        exact_mod_cast (mul_eq_zero.1 h).resolve_left ha.ne'
      have hsp : s = p := by
        have h : G 0 0 * ((s : ℝ) - p) = 0 := by rw [l1]; simp
        exact_mod_cast sub_eq_zero.1 ((mul_eq_zero.1 h).resolve_left ha.ne')
      subst hq hsp
      have hp : s * s = 1 := by linarith
      rcases mul_self_eq_one_iff.1 hp with rfl | rfl
      · exact n1 Matrix.one_fin_two.symm
      · apply n2
        ext i j
        fin_cases i <;> fin_cases j <;> simp
    have b1 : (r : ℝ) ^ 2 ≤ -(q * r) := by
      apply le_of_mul_le_mul_left _ ha
      have h : G 0 0 * (-((q : ℝ) * r)) = G 1 1 * r ^ 2 := by linear_combination -r * l2
      rw [h]
      exact mul_le_mul_of_nonneg_right hac (sq_nonneg _)
    have b2 : ((s : ℝ) - p) ^ 2 ≤ r ^ 2 := by
      apply le_of_mul_le_mul_left _ (pow_pos ha 2)
      have h : G 0 0 ^ 2 * ((s : ℝ) - p) ^ 2 = (2 * G 0 1) ^ 2 * r ^ 2 := by
        linear_combination (G 0 0 * ((s : ℝ) - p) + 2 * G 0 1 * r) * l1
      rw [h]
      exact mul_le_mul_of_nonneg_right (pow_le_pow_left₀ hb hba 2) (sq_nonneg _)
    have i1 : r ^ 2 ≤ -(q * r) := by exact_mod_cast b1
    have i2 : (s - p) ^ 2 ≤ r ^ 2 := by exact_mod_cast b2
    -- the squared trace is nonnegative, which bounds the off-diagonal entries
    have i3 : 3 * (-(q * r)) ≤ 4 := by nlinarith [sq_nonneg (p + s)]
    have i4 : 0 < r ^ 2 := by positivity
    have i5 : r ^ 2 = 1 := by omega
    have i6 : q * r = -1 := by omega
    have r5 : (r : ℝ) ^ 2 = 1 := by exact_mod_cast i5
    have r6 : (q : ℝ) * r = -1 := by exact_mod_cast i6
    refine ⟨by linear_combination -r * l2 + G 0 0 * r6 + G 1 1 * r5, ?_⟩
    have hk : G 0 0 * (((s - p) * r : ℤ) : ℝ) = 2 * G 0 1 := by
      push_cast
      linear_combination r * l1 + 2 * G 0 1 * r5
    generalize (s - p) * r = k at hk
    have k0 : (-1 : ℝ) < k := by
      by_contra hc
      nlinarith [not_lt.1 hc]
    have k1 : (k : ℝ) < 2 := by
      by_contra hc
      nlinarith [not_lt.1 hc]
    have k0' : -1 < k := by exact_mod_cast k0
    have k1' : k < 2 := by exact_mod_cast k1
    obtain rfl | rfl : k = 0 ∨ k = 1 := by omega
    · left
      push_cast at hk
      linarith
    · right
      push_cast at hk
      linarith
  · rintro ⟨h, h' | h'⟩
    · refine ⟨!![0, -1; 1, 0], (isLatticeSymmetry_iff hs _ _ _ _).2 ⟨?_, ?_, ?_⟩, ?_, ?_, ?_⟩
      · push_cast; linear_combination -h
      · push_cast; linear_combination -2 * h'
      · push_cast; linear_combination h
      · simp [Matrix.det_fin_two_of]
      · intro e
        simpa using congrArg (fun M => M 0 0) e
      · intro e
        simpa using congrArg (fun M => M 0 0) e
    · refine ⟨!![0, -1; 1, 1], (isLatticeSymmetry_iff hs _ _ _ _).2 ⟨?_, ?_, ?_⟩, ?_, ?_, ?_⟩
      · push_cast; linear_combination -h
      · push_cast; linear_combination -h' - h
      · push_cast; linear_combination -h'
      · simp [Matrix.det_fin_two_of]
      · intro e
        simpa using congrArg (fun M => M 0 0) e
      · intro e
        simpa using congrArg (fun M => M 0 0) e

end PlaneBravaisLattices
```

```lean
#print axioms PlaneBravaisLattices.isLatticeSymmetry_iff
#print axioms PlaneBravaisLattices.mirror_of_extra_symmetry
#print axioms PlaneBravaisLattices.extra_rotation_iff
```

```
'PlaneBravaisLattices.isLatticeSymmetry_iff' depends on axioms: [propext, Classical.choice, Quot.sound]
'PlaneBravaisLattices.mirror_of_extra_symmetry' depends on axioms: [propext, Classical.choice, Quot.sound]
'PlaneBravaisLattices.extra_rotation_iff' depends on axioms: [propext, Classical.choice, Quot.sound]
```

### How the lemmas divide the work

`metric_facts` extracts symmetry, $a>0$ and $ac-b^2>0$. `isLatticeSymmetry_iff` turns the matrix equation into the three scalar ones, and `det_eq_one_or_neg_one` combines them into the determinant identity.

`shortest_on_axis` is the two-case estimate that gives $r=0$; `nlinarith` assembles its inequalities. `oblique_symmetry` then runs through the four signs of $p$ and $s$, with `hno` excluding an integer value of $2b/a$. `exists_mirror` checks the three matrices. `extra_symmetry_iff` joins these results: away from the equalities, every reduction inequality is strict.

In `extra_rotation_iff`, `l1` and `l2` are the two linear relations, `b1` and `b2` the bounds on $-qr$ and $(s-p)^2$, and `i3` the consequence of the squared trace. After that, `omega` settles the integers, including $k=(s-p)r\in\{0,1\}$.

### Reading a mirror off a slab cell

In electronic-structure calculations for slabs and two-dimensional materials, these equalities identify candidate operations for reducing the $k$-point set, as far as the lattice alone decides. Take $\mathbf a_1=(3,0)$ and $\mathbf a_2=(1.5,4)$ in some length unit. Then $a=9$, $b=4.5$ and $c=18.25$, so $2b=a<c$: there is a mirror, but no rotation beyond $\pm1$. The mirror keeps $\mathbf a_1$ and sends $\mathbf a_2$ to $\mathbf a_1-\mathbf a_2=(1.5,-4)$.

If the atoms of a non-magnetic slab respect this mirror too, the band energies at $(k_x,k_y)$ and $(k_x,-k_y)$ agree, and one diagonalisation serves both points. In a numerically relaxed cell, rounding and incomplete relaxation can leave a small difference between $2b$ and $a$, so the equality should be tested within a tolerance.
